# Two identical surface elements at unequal potentials: the conductor energy diverges at r = 1/d

In a conductor-like solvation model, the cavity surface around a solute is cut into elements whose charges screen the solute's potential. For two crowded elements with positive self-interactions (both equal to $d$ in the title) and the mutual interaction $1/r$ of point charges at distance $r$, the energy is defined here through the inverse of their interaction matrix, because below a critical distance there is no minimum over the charges to define it by.

```lean
import Mathlib

open Matrix Filter Topology

namespace SurfaceChargeSingularity

noncomputable section
```

Let $d_1,d_2$ be the self-interactions and $r$ the distance, in atomic units. The mutual interaction is that of point charges, $c=1/r$, so

$$S=\begin{pmatrix}d_1&c\\c&d_2\end{pmatrix}.$$

```lean
/-- Interaction matrix of two surface elements with self-interactions `d₁`, `d₂` at
distance `r ≠ 0`. -/
def surfaceMatrix (d₁ d₂ r : ℝ) : Matrix (Fin 2) (Fin 2) ℝ :=
  !![d₁, 1 / r; 1 / r, d₂]
```

Lean numbers vector entries from zero: element 0 has self-interaction $d_1$ and potential $v_0$, element 1 has $d_2$ and $v_1$. The induced charges are $q=-S^{-1}v$ and the energy is $E=-\langle v,S^{-1}v\rangle/2$.

```lean
/-- Charges `-S⁻¹ v` induced on the elements by the potentials `v`, for invertible `S`. -/
def inducedCharge (d₁ d₂ r : ℝ) (v : Fin 2 → ℝ) : Fin 2 → ℝ :=
  -((surfaceMatrix d₁ d₂ r)⁻¹ *ᵥ v)

/-- Conductor energy `-⟨v, S⁻¹ v⟩ / 2`, for invertible `S`. -/
def conductorEnergy (d₁ d₂ r : ℝ) (v : Fin 2 → ℝ) : ℝ :=
  -(v ⬝ᵥ ((surfaceMatrix d₁ d₂ r)⁻¹ *ᵥ v)) / 2
```

Trial charges $p$ have the energy $W(p)=\langle p,Sp\rangle/2+\langle v,p\rangle$.

```lean
/-- Electrostatic energy `⟨q, S q⟩ / 2 + ⟨v, q⟩` of trial charges `q` in the potentials `v`,
for `r ≠ 0`. -/
def chargeFunctional (d₁ d₂ r : ℝ) (v q : Fin 2 → ℝ) : ℝ :=
  (q ⬝ᵥ (surfaceMatrix d₁ d₂ r *ᵥ q)) / 2 + v ⬝ᵥ q
```

The critical distance is $r_c=1/\sqrt{d_1d_2}$.

```lean
/-- The distance `1 / √(d₁ d₂)`, for `d₁ d₂ > 0`. -/
def criticalDistance (d₁ d₂ : ℝ) : ℝ := 1 / √(d₁ * d₂)

/-- The energy of trial charges, written out in self-interaction, mutual interaction and
coupling to the potentials. -/
theorem chargeFunctional_eq (d₁ d₂ r : ℝ) (v q : Fin 2 → ℝ) :
    chargeFunctional d₁ d₂ r v q =
      (d₁ * q 0 ^ 2 + 2 * (1 / r) * q 0 * q 1 + d₂ * q 1 ^ 2) / 2 + v 0 * q 0 + v 1 * q 1 := by
  simp [chargeFunctional, surfaceMatrix, Matrix.mulVec, dotProduct, Fin.sum_univ_two]
  ring
```

## An invertible interaction matrix

The condition $D=d_1d_2-c^2\neq0$ means that exactly one set of charges cancels the potential on both elements:

$$d_1q_0+cq_1=-v_0,\qquad cq_0+d_2q_1=-v_1.$$

Solving gives $q_0=(cv_1-d_2v_0)/D$ and $q_1=(cv_0-d_1v_1)/D$. Since $E=(v_0q_0+v_1q_1)/2$,

$$E=-\frac{N}{2D},\qquad N=d_2v_0^2-2cv_0v_1+d_1v_1^2.$$

Lean obtains the two equations from $SS^{-1}v=v$.

```lean
/-- If the determinant is nonzero, the induced charges cancel the potential on both elements,
and the conductor energy is half their interaction with the potentials. -/
theorem inducedCharge_screens {d₁ d₂ r : ℝ} (v : Fin 2 → ℝ)
    (h : d₁ * d₂ - (1 / r) ^ 2 ≠ 0) :
    d₁ * inducedCharge d₁ d₂ r v 0 + 1 / r * inducedCharge d₁ d₂ r v 1 = -v 0 ∧
    1 / r * inducedCharge d₁ d₂ r v 0 + d₂ * inducedCharge d₁ d₂ r v 1 = -v 1 ∧
    conductorEnergy d₁ d₂ r v =
      (v 0 * inducedCharge d₁ d₂ r v 0 + v 1 * inducedCharge d₁ d₂ r v 1) / 2 := by
  have hdet : (surfaceMatrix d₁ d₂ r).det ≠ 0 := by
    rw [surfaceMatrix, Matrix.det_fin_two_of, ← pow_two]
    exact h
  have hs : surfaceMatrix d₁ d₂ r *ᵥ ((surfaceMatrix d₁ d₂ r)⁻¹ *ᵥ v) = v := by
    rw [Matrix.mulVec_mulVec, Matrix.mul_nonsing_inv _ (isUnit_iff_ne_zero.mpr hdet),
      Matrix.one_mulVec]
  have h0 := congrFun hs 0
  have h1 := congrFun hs 1
  simp only [inducedCharge, conductorEnergy, Pi.neg_apply]
  generalize (surfaceMatrix d₁ d₂ r)⁻¹ *ᵥ v = q at h0 h1 ⊢
  simp [surfaceMatrix, Matrix.mulVec, dotProduct, Fin.sum_univ_two] at h0 h1
  refine ⟨by linear_combination -h0, by linear_combination -h1, ?_⟩
  simp only [dotProduct, Fin.sum_univ_two]
  ring
```

It then combines them linearly to eliminate the charges, without dividing by $D$.

```lean
/-- If the determinant is nonzero, the conductor energy times twice the determinant is a
polynomial in the potentials and the mutual interaction. -/
theorem conductorEnergy_mul_det {d₁ d₂ r : ℝ} (v : Fin 2 → ℝ)
    (h : d₁ * d₂ - (1 / r) ^ 2 ≠ 0) :
    conductorEnergy d₁ d₂ r v * (2 * (d₁ * d₂ - (1 / r) ^ 2)) =
      -(d₂ * v 0 ^ 2 - 2 * (1 / r) * v 0 * v 1 + d₁ * v 1 ^ 2) := by
  obtain ⟨h0, h1, hE⟩ := inducedCharge_screens v h
  rw [hE]
  linear_combination (v 0 * d₂ - v 1 * (1 / r)) * h0 + (v 1 * d₁ - v 0 * (1 / r)) * h1
```

At $D=0$ Lean's inverse is the zero matrix, so its energy there is a meaningless zero; the limits below exclude that point.

## Positive self-interactions and distance

Positive $d_1,d_2$ mean that charge on an element repels itself. Then $D=0$ at $c=\sqrt{d_1d_2}$, that is, at $r=r_c$. A larger $r$ gives a smaller $c$ and $D>0$; a smaller positive $r$ gives $D<0$. The proof inverts these inequalities and squares them.

```lean
/-- For positive self-interactions and distance, the determinant is positive beyond the critical
distance and negative below it. -/
theorem det_sign {d₁ d₂ r : ℝ} (h₁ : 0 < d₁) (h₂ : 0 < d₂) (hr : 0 < r) :
    (criticalDistance d₁ d₂ < r → 0 < d₁ * d₂ - (1 / r) ^ 2) ∧
    (r < criticalDistance d₁ d₂ → d₁ * d₂ - (1 / r) ^ 2 < 0) := by
  have hs : 0 < √(d₁ * d₂) := Real.sqrt_pos.mpr (mul_pos h₁ h₂)
  have hsq : √(d₁ * d₂) ^ 2 = d₁ * d₂ := Real.sq_sqrt (mul_pos h₁ h₂).le
  have hc : 0 < 1 / r := one_div_pos.mpr hr
  constructor
  · intro h
    have h' : 1 / r < √(d₁ * d₂) := (one_div_lt hs hr).mp h
    nlinarith
  · intro h
    have h' : √(d₁ * d₂) < 1 / r := (lt_one_div hr hs).mp h
    nlinarith
```

One positive self-interaction is not enough: if $d_1>0>d_2$, then $D<0$ at every distance and there is no singularity.

## The side of the critical distance

For $r>r_c$ the energy is a true minimum. The screening equations give $W(p)-E=\langle x,Sx\rangle/2$ with $x=p-q$, and

$$d_1\langle x,Sx\rangle=(d_1x_0+cx_1)^2+Dx_1^2\ge0.$$

In the proof, `key` is the first identity and `hQ` the inequality.

```lean
/-- For positive self-interactions and a distance beyond the critical one, the conductor energy
is the minimum of the electrostatic energy over all trial charges. -/
theorem conductorEnergy_isLeast {d₁ d₂ r : ℝ} (h₁ : 0 < d₁) (h₂ : 0 < d₂)
    (hr : criticalDistance d₁ d₂ < r) (v : Fin 2 → ℝ) :
    IsLeast (Set.range (chargeFunctional d₁ d₂ r v)) (conductorEnergy d₁ d₂ r v) := by
  have hrc : 0 < criticalDistance d₁ d₂ :=
    one_div_pos.mpr (Real.sqrt_pos.mpr (mul_pos h₁ h₂))
  have hD := (det_sign h₁ h₂ (hrc.trans hr)).1 hr
  obtain ⟨h0, h1, hE⟩ := inducedCharge_screens v hD.ne'
  rw [hE]
  generalize inducedCharge d₁ d₂ r v = q at h0 h1 ⊢
  constructor
  · refine ⟨q, ?_⟩
    rw [chargeFunctional_eq]
    linear_combination q 0 / 2 * h0 + q 1 / 2 * h1
  · rintro _ ⟨p, rfl⟩
    -- the interaction energy of the charge difference is nonnegative
    have hQ : 0 ≤ d₁ * (p 0 - q 0) ^ 2 + 2 * (1 / r) * (p 0 - q 0) * (p 1 - q 1)
        + d₂ * (p 1 - q 1) ^ 2 := by
      refine (mul_nonneg_iff_of_pos_left h₁).mp ?_
      have hsum := add_nonneg (sq_nonneg (d₁ * (p 0 - q 0) + 1 / r * (p 1 - q 1)))
        (mul_nonneg hD.le (sq_nonneg (p 1 - q 1)))
      convert hsum using 1
      ring
    have key : chargeFunctional d₁ d₂ r v p - (v 0 * q 0 + v 1 * q 1) / 2 =
        (d₁ * (p 0 - q 0) ^ 2 + 2 * (1 / r) * (p 0 - q 0) * (p 1 - q 1)
          + d₂ * (p 1 - q 1) ^ 2) / 2 := by
      rw [chargeFunctional_eq]
      linear_combination (p 0 - q 0 / 2) * h0 + (p 1 - q 1 / 2) * h1
    linarith
```

For $0<r<r_c$ this fails for every $v$. Opposite charges $p=t(-c,d_1)$ give

$$W(p)=\tfrac12t^2d_1D+t(d_1v_1-cv_0),$$

which falls without bound because $D<0$. Lean supposes a lower bound $C$ and adds the inequalities for $t$ and $-t$, which removes the linear term; a large enough $t$ contradicts the bound.

```lean
/-- For positive self-interactions and a positive distance below the critical one, the
electrostatic energy of trial charges has no lower bound. -/
theorem chargeFunctional_not_bddBelow {d₁ d₂ r : ℝ} (h₁ : 0 < d₁) (h₂ : 0 < d₂)
    (hr : 0 < r) (hrc : r < criticalDistance d₁ d₂) (v : Fin 2 → ℝ) :
    ¬ BddBelow (Set.range (chargeFunctional d₁ d₂ r v)) := by
  rintro ⟨C, hC⟩
  have hD := (det_sign h₁ h₂ hr).2 hrc
  -- charges of opposite sign along a direction of negative self-energy
  have hF : ∀ t : ℝ, C ≤ t ^ 2 * (d₁ * (d₁ * d₂ - (1 / r) ^ 2)) / 2
      + t * (d₁ * v 1 - 1 / r * v 0) := by
    intro t
    have h := hC (Set.mem_range_self ![-(t * (1 / r)), t * d₁])
    rw [chargeFunctional_eq] at h
    simp only [Matrix.cons_val_zero, Matrix.cons_val_one] at h
    refine h.trans (le_of_eq ?_)
    ring
  obtain ⟨k, hk⟩ : ∃ k, k = -(d₁ * (d₁ * d₂ - (1 / r) ^ 2)) := ⟨_, rfl⟩
  have hkpos : 0 < k := by rw [hk]; exact neg_pos.mpr (mul_neg_of_pos_of_neg h₁ hD)
  have hk' : d₁ * (d₁ * d₂ - (1 / r) ^ 2) = -k := by rw [hk, neg_neg]
  rw [hk'] at hF
  obtain ⟨t, ht⟩ : ∃ t, t = 1 + 2 * |C| / k := ⟨_, rfl⟩
  have ht1 : 0 ≤ t - 1 := by
    rw [ht, add_sub_cancel_left]
    positivity
  have htk : t * k = k + 2 * |C| := by
    rw [ht, add_mul, one_mul, div_mul_cancel₀ _ hkpos.ne']
  have hprod := mul_nonneg ht1 (mul_nonneg (by linarith : 0 ≤ t) hkpos.le)
  have hp := hF t
  have hm := hF (-t)
  have habs := neg_abs_le C
  nlinarith
```

## Potentials that differ after weighting

The condition $\sqrt{d_2}\,v_0\neq\sqrt{d_1}\,v_1$ says that no finite charges can screen both elements at $r_c$, where the two rows of $S$ are proportional. By hand, it makes the numerator positive there:

$$N\to(\sqrt{d_2}\,v_0-\sqrt{d_1}\,v_1)^2>0.$$

Since $D\to0$ from above as $r$ decreases to $r_c$, $E\to-\infty$; since $D\to0$ from below as $r$ increases to $r_c$, $E\to+\infty$. In Lean, `𝓝[>]` and `𝓝[<]` are these two approaches, and `atBot` and `atTop` are the two infinities. The proof takes the limits `hN` and `hD`, inverts the vanishing determinant with its sign, and identifies the quotient with the energy near $r_c$.

```lean
/-- For positive self-interactions and `√d₂ * v 0 ≠ √d₁ * v 1`, the conductor energy tends to minus
infinity as the distance decreases to the critical one, and to plus infinity as it increases to it.
-/
theorem conductorEnergy_diverges {d₁ d₂ : ℝ} (h₁ : 0 < d₁) (h₂ : 0 < d₂) {v : Fin 2 → ℝ}
    (hv : √d₂ * v 0 ≠ √d₁ * v 1) :
    Tendsto (fun r => conductorEnergy d₁ d₂ r v) (𝓝[>] (criticalDistance d₁ d₂)) atBot ∧
    Tendsto (fun r => conductorEnergy d₁ d₂ r v) (𝓝[<] (criticalDistance d₁ d₂)) atTop := by
  have hs : 0 < √(d₁ * d₂) := Real.sqrt_pos.mpr (mul_pos h₁ h₂)
  have hrc : 0 < criticalDistance d₁ d₂ := one_div_pos.mpr hs
  have hc : Tendsto (fun r : ℝ => 1 / r) (𝓝 (criticalDistance d₁ d₂)) (𝓝 √(d₁ * d₂)) := by
    have h : Tendsto (fun r : ℝ => 1 / r) (𝓝 (criticalDistance d₁ d₂))
        (𝓝 (1 / criticalDistance d₁ d₂)) := tendsto_const_nhds.div tendsto_id hrc.ne'
    rwa [criticalDistance, one_div_one_div] at h
  -- the determinant vanishes at the critical distance
  have hD : Tendsto (fun r : ℝ => 2 * (d₁ * d₂ - (1 / r) ^ 2))
      (𝓝 (criticalDistance d₁ d₂)) (𝓝 0) := by
    have h : Continuous (fun c : ℝ => 2 * (d₁ * d₂ - c ^ 2)) := by fun_prop
    refine (h.tendsto' √(d₁ * d₂) 0 ?_).comp hc
    show 2 * (d₁ * d₂ - √(d₁ * d₂) ^ 2) = 0
    rw [Real.sq_sqrt (mul_pos h₁ h₂).le]
    ring
  -- the numerator tends to a positive square
  have hN : Tendsto (fun r : ℝ => d₂ * v 0 ^ 2 - 2 * (1 / r) * v 0 * v 1 + d₁ * v 1 ^ 2)
      (𝓝 (criticalDistance d₁ d₂)) (𝓝 ((√d₂ * v 0 - √d₁ * v 1) ^ 2)) := by
    have h : Continuous (fun c : ℝ => d₂ * v 0 ^ 2 - 2 * c * v 0 * v 1 + d₁ * v 1 ^ 2) := by
      fun_prop
    refine (h.tendsto' √(d₁ * d₂) _ ?_).comp hc
    show d₂ * v 0 ^ 2 - 2 * √(d₁ * d₂) * v 0 * v 1 + d₁ * v 1 ^ 2 = _
    rw [Real.sqrt_mul h₁.le]
    linear_combination -(v 0 ^ 2) * Real.sq_sqrt h₂.le - v 1 ^ 2 * Real.sq_sqrt h₁.le
  have hpos : 0 < (√d₂ * v 0 - √d₁ * v 1) ^ 2 :=
    lt_of_le_of_ne (sq_nonneg _) (Ne.symm (pow_ne_zero 2 (sub_ne_zero.mpr hv)))
  constructor
  · have hinv := tendsto_inv_nhdsGT_zero.comp (tendsto_nhdsWithin_iff.mpr
      ⟨hD.mono_left nhdsWithin_le_nhds, by
        filter_upwards [self_mem_nhdsWithin] with r hr
        exact mul_pos two_pos ((det_sign h₁ h₂ (hrc.trans hr)).1 hr)⟩)
    refine ((hN.mono_left nhdsWithin_le_nhds).neg.neg_mul_atTop
      (neg_lt_zero.mpr hpos) hinv).congr' ?_
    filter_upwards [self_mem_nhdsWithin] with r hr
    have hd := (det_sign h₁ h₂ (hrc.trans hr)).1 hr
    have hE := conductorEnergy_mul_det v hd.ne'
    exact ((eq_div_iff (mul_pos two_pos hd).ne').mpr hE).symm
  · have hmem : Set.Ioi (0 : ℝ) ∈ 𝓝[<] (criticalDistance d₁ d₂) :=
      mem_nhdsWithin_of_mem_nhds (Ioi_mem_nhds hrc)
    have hD' : Tendsto (fun r : ℝ => -(2 * (d₁ * d₂ - (1 / r) ^ 2)))
        (𝓝[<] (criticalDistance d₁ d₂)) (𝓝 0) := by
      have h := (hD.mono_left (nhdsWithin_le_nhds (s := Set.Iio (criticalDistance d₁ d₂)))).neg
      rwa [neg_zero] at h
    have hinv := tendsto_inv_nhdsGT_zero.comp (tendsto_nhdsWithin_iff.mpr
      ⟨hD', by
        filter_upwards [self_mem_nhdsWithin, hmem] with r hr h0
        have hd := (det_sign h₁ h₂ h0).2 hr
        exact neg_pos.mpr (mul_neg_of_pos_of_neg two_pos hd)⟩)
    refine ((hN.mono_left nhdsWithin_le_nhds).pos_mul_atTop hpos hinv).congr' ?_
    filter_upwards [self_mem_nhdsWithin, hmem] with r hr h0
    have hd := (det_sign h₁ h₂ h0).2 hr
    have hE := conductorEnergy_mul_det v hd.ne
    have hne : -(2 * (d₁ * d₂ - (1 / r) ^ 2)) ≠ 0 :=
      neg_ne_zero.mpr (mul_ne_zero two_ne_zero hd.ne)
    exact ((eq_div_iff hne).mpr (by linear_combination -hE)).symm
```

For identical elements the condition reduces to $v_0\neq v_1$, and $r_c=1/d$.

```lean
/-- For identical elements with self-interaction `d > 0` and unequal potentials, the conductor
energy tends to minus infinity as `r` decreases to `1/d` and to plus infinity as `r` increases
to `1/d`. -/
theorem identical_elements_diverge {d : ℝ} (hd : 0 < d) {v : Fin 2 → ℝ} (hv : v 0 ≠ v 1) :
    Tendsto (fun r => conductorEnergy d d r v) (𝓝[>] (1 / d)) atBot ∧
    Tendsto (fun r => conductorEnergy d d r v) (𝓝[<] (1 / d)) atTop := by
  have h := conductorEnergy_diverges hd hd (v := v)
    (fun h => hv (mul_left_cancel₀ (Real.sqrt_pos.mpr hd).ne' h))
  rwa [criticalDistance, Real.sqrt_mul_self hd.le] at h
```

Nonzero potentials alone do not suffice. If both equal $u$, then $N=2u^2(d-c)$ and $D=(d-c)(d+c)$. The vanishing factor cancels, leaving $E=-u^2/(d+c)\to-u^2/(2d)$. Lean performs the same cancellation.

```lean
/-- For identical elements with self-interaction `d > 0` and the same potential `u` on both, the
conductor energy tends to `-u²/(2d)` as `r` approaches `1/d` from either side. -/
theorem equal_potentials_finite {d : ℝ} (hd : 0 < d) (u : ℝ) :
    Tendsto (fun r => conductorEnergy d d r ![u, u]) (𝓝[≠] (1 / d))
      (𝓝 (-u ^ 2 / (2 * d))) := by
  have hrc : 0 < 1 / d := one_div_pos.mpr hd
  have hc : Tendsto (fun r : ℝ => 1 / r) (𝓝 (1 / d)) (𝓝 d) := by
    have h : Tendsto (fun r : ℝ => 1 / r) (𝓝 (1 / d)) (𝓝 (1 / (1 / d))) :=
      tendsto_const_nhds.div tendsto_id hrc.ne'
    rwa [one_div_one_div] at h
  have hlim : Tendsto (fun r : ℝ => -u ^ 2 / (d + 1 / r)) (𝓝 (1 / d))
      (𝓝 (-u ^ 2 / (2 * d))) := by
    rw [two_mul]
    exact tendsto_const_nhds.div (tendsto_const_nhds.add hc) (add_pos hd hd).ne'
  refine (hlim.mono_left nhdsWithin_le_nhds).congr' ?_
  filter_upwards [self_mem_nhdsWithin, mem_nhdsWithin_of_mem_nhds (Ioi_mem_nhds hrc)]
    with r hr h0
  have hsum : d + 1 / r ≠ 0 := (add_pos hd (one_div_pos.mpr h0)).ne'
  have hdiff : d - 1 / r ≠ 0 := by
    intro h
    apply hr
    show r = 1 / d
    rw [sub_eq_zero.mp h, one_div_one_div]
  have hdet : d * d - (1 / r) ^ 2 ≠ 0 := by
    have h := mul_ne_zero hsum hdiff
    intro h'
    exact h (by linear_combination h')
  have hE := conductorEnergy_mul_det ![u, u] hdet
  simp only [Matrix.cons_val_zero, Matrix.cons_val_one] at hE
  -- the vanishing factor d - 1/r cancels
  refine ((eq_div_iff hsum).mpr (mul_right_cancel₀ hdiff ?_)).symm
  linear_combination hE / 2

end

end SurfaceChargeSingularity
```

In the opposite limit, $r\to\infty$, the formula for $E$ gives $-(v_0^2/d_1+v_1^2/d_2)/2$, the sum for two isolated elements.

For geometry optimisation or dynamics with point charges on a discretised cavity, this two-element model shows how a small displacement across $r_c$ can produce a spurious energy spike. The model treats the close pair as isolated and keeps $d_1,d_2$ and $v$ fixed while $r$ changes; in a real cavity the other elements also interact with the pair, and $d_1,d_2$ and $v$ can change with the geometry.

```lean
#print axioms SurfaceChargeSingularity.conductorEnergy_isLeast
#print axioms SurfaceChargeSingularity.chargeFunctional_not_bddBelow
#print axioms SurfaceChargeSingularity.identical_elements_diverge
#print axioms SurfaceChargeSingularity.equal_potentials_finite
```

```
'SurfaceChargeSingularity.conductorEnergy_isLeast' depends on axioms: [propext, Classical.choice, Quot.sound]
'SurfaceChargeSingularity.chargeFunctional_not_bddBelow' depends on axioms: [propext, Classical.choice, Quot.sound]
'SurfaceChargeSingularity.identical_elements_diverge' depends on axioms: [propext, Classical.choice, Quot.sound]
'SurfaceChargeSingularity.equal_potentials_finite' depends on axioms: [propext, Classical.choice, Quot.sound]
```
